# The Duhamel function of a finite state with positive weights lies between its geometric-mean and arithmetic-mean sums

When I estimate a static susceptibility from equal-time fluctuations, I replace an integral over imaginary time by a plain thermal average. For a Hermitian observable with its mean subtracted, on a finite spectrum at inverse temperature $\beta$, the isothermal susceptibility is $\beta D(A)$, where

$$D(A)=\int_0^1\sum_{i,j}p_i^{\,s}\,p_j^{\,1-s}\,|A_{ij}|^2\,ds .$$

Here $p_i>0$ are the weights of the state in its eigenbasis (for the susceptibility, the normalised Boltzmann weights), and $A_{ij}$ are the matrix elements of the observable. The plain average of $A^2$ is $\sum_{i,j}p_i|A_{ij}|^2$, which equals the right-hand sum below because $|A_{ij}|=|A_{ji}|$. It should never underestimate $D(A)$, and there should be a matching lower estimate:

$$\sum_{i,j}\sqrt{p_ip_j}\,|A_{ij}|^2\;\le\;D(A)\;\le\;\sum_{i,j}\frac{p_i+p_j}{2}\,|A_{ij}|^2 .$$

Can this be proved in full and checked by machine, including the cases in which the estimates are exact?

## One pair of levels: a tangent below, a chord above

Yes. The work is all in a single pair of weights $p,q>0$. Write $L=\log p-\log q$ and

$$m(p,q)=\int_0^1p^sq^{1-s}\,ds .$$

Collecting exponents about $s=\tfrac12$ gives

$$p^sq^{1-s}=e^{s\log p+(1-s)\log q}=e^{(\log p+\log q)/2}\,e^{(s-1/2)L}=\sqrt{pq}\;e^{(s-1/2)L}.$$

For the lower bound, use $e^x\ge1+x$, which is the tangent line at $s=\tfrac12$:

$$p^sq^{1-s}\ge\sqrt{pq}\,\bigl[1+(s-\tfrac12)L\bigr].$$

Since $\int_0^1(s-\tfrac12)\,ds=0$, integration leaves $m(p,q)\ge\sqrt{pq}$.

For the upper bound, the weighted inequality between geometric and arithmetic means gives the chord:

$$p^sq^{1-s}\le sp+(1-s)q .$$

Its integral is $(p+q)/2$, so $m(p,q)\le(p+q)/2$.

If $p\ne q$, both bounds are strict. The tangent inequality is strict at $s=0$, because $L\ne0$. The chord inequality is strict at $s=\tfrac12$, because $(p-q)^2>0$ implies $\sqrt{pq}<(p+q)/2$. All the functions are continuous, so strictness at one point survives integration.

The integral also has a closed form. The derivative of $p^sq^{1-s}$ in $s$ is $L\,p^sq^{1-s}$, hence $L\,m(p,q)=p-q$ and

$$m(p,q)=\frac{p-q}{\log p-\log q}\quad(p\ne q),\qquad m(p,p)=p .$$

## From pairs to the observable, and when the bounds are exact

The sums are finite, so they can be exchanged with the integral:

$$D(A)=\sum_{i,j}m(p_i,p_j)\,|A_{ij}|^2 .$$

Multiplying the pair bounds by $|A_{ij}|^2\ge0$ and adding them up gives both inequalities.

Suppose one of them is an equality. Two sums whose terms are ordered can agree only if every term agrees. For $p_i\ne p_j$ the pair bound is strict, so $A_{ij}=0$. Conversely, if $A_{ij}=0$ whenever $p_i\ne p_j$, the surviving terms have $p_i=p_j$, where all three means coincide. With $\rho$ the diagonal matrix of the weights,

$$(\rho A-A\rho)_{ij}=(p_i-p_j)A_{ij},$$

so this condition is exactly $\rho A=A\rho$.

The integrand is a trace as well:

$$\operatorname{Tr}(\rho^sA\rho^{1-s}A^\dagger)=\sum_{i,j}p_i^{\,s}A_{ij}\,p_j^{\,1-s}\,\overline{A_{ij}} .$$

## A two-level system with populations 0.8 and 0.2

Take $A=\sigma_x$, so $|A_{12}|=|A_{21}|=1$ and the diagonal vanishes. Then:

- The lower sum is $2\sqrt{0.8\cdot0.2}=0.8$.
- The Duhamel function is $2\cdot0.6/\log4\approx0.866$.
- The upper sum is $0.8+0.2=1$.

For a thermal state with these populations, $\beta$ times the equal-time average therefore overestimates the isothermal susceptibility for $\sigma_x$ by about 16 per cent.

## What the Lean theorems say

The type `n` is a finite index set for the eigenstates, `p : n → ℝ` gives the weights, and `A : Matrix n n ℂ` is the observable in that same eigenbasis. It may be any complex matrix; Hermiticity is not required. `‖A i j‖` is the modulus of a matrix element, `pairWeight` is $m$, and `duhamel` is $D$.

The hypothesis `∀ i, 0 < p i` says that every level is occupied, as in a Gibbs state at positive temperature. It leaves out every state with an empty level, including all pure states of a system with more than one level. Degenerate weights are allowed. The weights need not sum to one: with Boltzmann factors $e^{-\beta E_i}$, where $E_i$ are the level energies, divide all three quantities by the partition function to get the normalised values.

`duhamel_bounds` states the two inequalities. `duhamel_equality_iff` states, for each bound separately, that equality holds exactly when `A` commutes with the diagonal matrix of the weights. `trace_eq_integrand` is the trace identity, in which $\rho^s$ means the diagonal matrix of entries $p_i^s$.

No Hamiltonian or temperature appears in the file, so the link to the susceptibility is physics added around the theorems. Infinite-dimensional systems are not covered.

```lean
import Mathlib

open Matrix

namespace DuhamelBound

noncomputable section

/-- The Duhamel weight of a pair of levels with positive populations `p` and `q`: the average
of `p^s q^(1-s)` over `s` in `[0,1]`. -/
def pairWeight (p q : ℝ) : ℝ := ∫ s in (0 : ℝ)..1, p ^ s * q ^ (1 - s)

variable {n : Type*} [Fintype n]

/-- The Duhamel function of an observable `A`, written in the eigenbasis of a state with positive
weights `p i`: the integral over `s` in `[0,1]` of `∑ p_i^s p_j^(1-s) |A_ij|²`. -/
def duhamel (p : n → ℝ) (A : Matrix n n ℂ) : ℝ :=
  ∫ s in (0 : ℝ)..1, ∑ i, ∑ j, p i ^ s * p j ^ (1 - s) * ‖A i j‖ ^ 2

/-- With `ρ^s` the diagonal matrix of entries `p_i^s`, the integrand of the Duhamel function is
the trace of `ρ^s A ρ^(1-s) A†`. -/
theorem trace_eq_integrand [DecidableEq n] (p : n → ℝ) (A : Matrix n n ℂ) (s : ℝ) :
    (diagonal (fun i => ((p i ^ s : ℝ) : ℂ)) * A *
      diagonal (fun i => ((p i ^ (1 - s) : ℝ) : ℂ)) * Aᴴ).trace
      = ((∑ i, ∑ j, p i ^ s * p j ^ (1 - s) * ‖A i j‖ ^ 2 : ℝ) : ℂ) := by
  simp only [Complex.ofReal_sum, Complex.ofReal_mul, Complex.ofReal_pow]
  rw [Matrix.trace]
  refine Finset.sum_congr rfl fun i _ => ?_
  rw [Matrix.diag_apply, Matrix.mul_apply]
  refine Finset.sum_congr rfl fun j _ => ?_
  rw [Matrix.mul_diagonal, Matrix.diagonal_mul, Matrix.conjTranspose_apply]
  have h : A i j * star (A i j) = (‖A i j‖ : ℂ) ^ 2 := Complex.mul_conj' (A i j)
  linear_combination (((p i ^ s : ℝ) : ℂ) * ((p j ^ (1 - s) : ℝ) : ℂ)) * h

/-- For positive populations, `p^s q^(1-s)` is the geometric mean times an exponential in
`s - 1/2`, with rate `log p - log q`. -/
theorem weight_eq_exp {p q : ℝ} (hp : 0 < p) (hq : 0 < q) (s : ℝ) :
    p ^ s * q ^ (1 - s)
      = √(p * q) * Real.exp ((s - 1 / 2) * (Real.log p - Real.log q)) := by
  have h : p * q = Real.exp ((Real.log p + Real.log q) / 2) ^ 2 := by
    rw [sq, ← Real.exp_add, add_halves, Real.exp_add, Real.exp_log hp, Real.exp_log hq]
  rw [h, Real.sqrt_sq (Real.exp_pos _).le, Real.rpow_def_of_pos hp, Real.rpow_def_of_pos hq,
    ← Real.exp_add, ← Real.exp_add]
  congr 1
  ring

/-- Two levels with the same positive population `p` have Duhamel weight `p`. -/
theorem pairWeight_self {p : ℝ} (hp : 0 < p) : pairWeight p p = p := by
  unfold pairWeight
  simp only [weight_eq_exp hp hp, sub_self, mul_zero, Real.exp_zero, mul_one,
    Real.sqrt_mul_self hp.le, intervalIntegral.integral_const, sub_zero, one_smul]

/-- For distinct positive populations the Duhamel weight is their logarithmic mean. -/
theorem pairWeight_eq_logMean {p q : ℝ} (hp : 0 < p) (hq : 0 < q) (hne : p ≠ q) :
    pairWeight p q = (p - q) / (Real.log p - Real.log q) := by
  have hL : Real.log p - Real.log q ≠ 0 :=
    sub_ne_zero.mpr fun e => hne (Real.log_injOn_pos hp hq e)
  -- the integrand is its own derivative up to the factor log p - log q
  have hd : ∀ s : ℝ, HasDerivAt (fun t : ℝ => p ^ t * q ^ (1 - t))
      (p ^ s * q ^ (1 - s) * (Real.log p - Real.log q)) s := by
    intro s
    simp only [weight_eq_exp hp hq]
    have h : HasDerivAt (fun t : ℝ => (t - 1 / 2) * (Real.log p - Real.log q))
        (Real.log p - Real.log q) s :=
      (((hasDerivAt_id' s).sub_const (1 / 2)).mul_const _).congr_deriv (one_mul _)
    exact (h.exp.const_mul (√(p * q))).congr_deriv (mul_assoc _ _ _).symm
  have hc : Continuous fun s : ℝ => p ^ s * q ^ (1 - s) * (Real.log p - Real.log q) := by
    simp only [weight_eq_exp hp hq]
    fun_prop
  have h : (∫ s in (0 : ℝ)..1, p ^ s * q ^ (1 - s) * (Real.log p - Real.log q))
      = p ^ (1 : ℝ) * q ^ (1 - 1 : ℝ) - p ^ (0 : ℝ) * q ^ (1 - 0 : ℝ) :=
    intervalIntegral.integral_eq_sub_of_hasDerivAt (fun s _ => hd s) (hc.intervalIntegrable _ _)
  rw [intervalIntegral.integral_mul_const] at h
  simp only [sub_self, sub_zero, Real.rpow_one, Real.rpow_zero, mul_one, one_mul] at h
  rw [eq_div_iff hL]
  exact h

/-- For distinct positive populations the Duhamel weight lies strictly between the geometric
and the arithmetic mean. -/
theorem pairWeight_strict {p q : ℝ} (hp : 0 < p) (hq : 0 < q) (hne : p ≠ q) :
    √(p * q) < pairWeight p q ∧ pairWeight p q < (p + q) / 2 := by
  have hL : Real.log p - Real.log q ≠ 0 :=
    sub_ne_zero.mpr fun e => hne (Real.log_injOn_pos hp hq e)
  have hr : 0 < √(p * q) := Real.sqrt_pos.mpr (mul_pos hp hq)
  have hc : Continuous fun s : ℝ => p ^ s * q ^ (1 - s) := by
    simp only [weight_eq_exp hp hq]
    fun_prop
  have lin : ∀ a b : ℝ, (∫ s in (0 : ℝ)..1, (a + b * s)) = a + b / 2 := by
    intro a b
    rw [intervalIntegral.integral_add (Continuous.intervalIntegrable (by fun_prop) _ _)
      (Continuous.intervalIntegrable (by fun_prop) _ _), intervalIntegral.integral_const,
      intervalIntegral.integral_const_mul, integral_id]
    simp only [smul_eq_mul]
    ring
  constructor
  · -- the tangent line at s = 1/2 lies below the integrand
    have h : (∫ s in (0 : ℝ)..1, (√(p * q) * (1 - (Real.log p - Real.log q) / 2)
        + √(p * q) * (Real.log p - Real.log q) * s)) < ∫ s in (0 : ℝ)..1, p ^ s * q ^ (1 - s) := by
      refine intervalIntegral.integral_lt_integral_of_continuousOn_of_le_of_exists_lt
        zero_lt_one (Continuous.continuousOn (by fun_prop)) hc.continuousOn ?_
        ⟨0, by norm_num, ?_⟩
      · intro s _
        simp only [weight_eq_exp hp hq]
        have h1 := Real.add_one_le_exp ((s - 1 / 2) * (Real.log p - Real.log q))
        nlinarith [mul_le_mul_of_nonneg_left h1 hr.le]
      · simp only [weight_eq_exp hp hq]
        have h1 := Real.add_one_lt_exp (mul_ne_zero (by norm_num : (0 - 1 / 2 : ℝ) ≠ 0) hL)
        nlinarith [mul_lt_mul_of_pos_left h1 hr]
    rw [lin] at h
    unfold pairWeight
    linarith
  · -- the chord from q to p lies above the integrand
    have h : (∫ s in (0 : ℝ)..1, p ^ s * q ^ (1 - s))
        < ∫ s in (0 : ℝ)..1, (q + (p - q) * s) := by
      refine intervalIntegral.integral_lt_integral_of_continuousOn_of_le_of_exists_lt
        zero_lt_one hc.continuousOn (Continuous.continuousOn (by fun_prop)) ?_
        ⟨1 / 2, by norm_num, ?_⟩
      · intro s hs
        show p ^ s * q ^ (1 - s) ≤ q + (p - q) * s
        have h1 := Real.geom_mean_le_arith_mean2_weighted hs.1.le (sub_nonneg.mpr hs.2)
          hp.le hq.le (by ring)
        linarith
      · show p ^ (1 / 2 : ℝ) * q ^ (1 - 1 / 2 : ℝ) < q + (p - q) * (1 / 2)
        rw [weight_eq_exp hp hq, sub_self, zero_mul, Real.exp_zero, mul_one]
        have h2 : 0 < (p - q) ^ 2 :=
          lt_of_le_of_ne (sq_nonneg _) (pow_ne_zero 2 (sub_ne_zero.mpr hne)).symm
        rw [Real.sqrt_lt' (by linarith)]
        nlinarith
    rw [lin] at h
    unfold pairWeight
    linarith

/-- For positive populations, equal or not, the Duhamel weight lies between the geometric and
the arithmetic mean. -/
theorem pairWeight_bounds {p q : ℝ} (hp : 0 < p) (hq : 0 < q) :
    √(p * q) ≤ pairWeight p q ∧ pairWeight p q ≤ (p + q) / 2 := by
  by_cases h : p = q
  · subst h
    rw [pairWeight_self hp, Real.sqrt_mul_self hp.le]
    constructor <;> linarith
  · exact ⟨(pairWeight_strict hp hq h).1.le, (pairWeight_strict hp hq h).2.le⟩

/-- For positive weights the Duhamel function is the sum of `|A_ij|²` over all pairs of levels,
each multiplied by its Duhamel weight. -/
theorem duhamel_eq_sum {p : n → ℝ} (hp : ∀ i, 0 < p i) (A : Matrix n n ℂ) :
    duhamel p A = ∑ i, ∑ j, pairWeight (p i) (p j) * ‖A i j‖ ^ 2 := by
  have hc : ∀ i j, Continuous fun s : ℝ => p i ^ s * p j ^ (1 - s) * ‖A i j‖ ^ 2 := by
    intro i j
    simp only [weight_eq_exp (hp i) (hp j)]
    fun_prop
  unfold duhamel pairWeight
  rw [intervalIntegral.integral_finsetSum fun i _ =>
    (continuous_finsetSum _ fun j _ => hc i j).intervalIntegrable _ _]
  refine Finset.sum_congr rfl fun i _ => ?_
  rw [intervalIntegral.integral_finsetSum fun j _ => (hc i j).intervalIntegrable _ _]
  exact Finset.sum_congr rfl fun j _ => intervalIntegral.integral_mul_const _ _

/-- Duhamel bound: for positive weights and any complex matrix `A`, the Duhamel function lies
between the sums of `|A_ij|²` weighted with the geometric and with the arithmetic means. -/
theorem duhamel_bounds {p : n → ℝ} (hp : ∀ i, 0 < p i) (A : Matrix n n ℂ) :
    ∑ i, ∑ j, √(p i * p j) * ‖A i j‖ ^ 2 ≤ duhamel p A ∧
      duhamel p A ≤ ∑ i, ∑ j, (p i + p j) / 2 * ‖A i j‖ ^ 2 := by
  rw [duhamel_eq_sum hp]
  constructor
  · exact Finset.sum_le_sum fun i _ => Finset.sum_le_sum fun j _ =>
      mul_le_mul_of_nonneg_right (pairWeight_bounds (hp i) (hp j)).1 (sq_nonneg _)
  · exact Finset.sum_le_sum fun i _ => Finset.sum_le_sum fun j _ =>
      mul_le_mul_of_nonneg_right (pairWeight_bounds (hp i) (hp j)).2 (sq_nonneg _)

/-- For positive weights, each of the two Duhamel bounds is an equality exactly when `A` commutes
with the diagonal matrix of the weights. -/
theorem duhamel_equality_iff [DecidableEq n] {p : n → ℝ} (hp : ∀ i, 0 < p i)
    (A : Matrix n n ℂ) :
    (∑ i, ∑ j, √(p i * p j) * ‖A i j‖ ^ 2 = duhamel p A ↔
      diagonal (fun i => (p i : ℂ)) * A = A * diagonal (fun i => (p i : ℂ))) ∧
    (duhamel p A = ∑ i, ∑ j, (p i + p j) / 2 * ‖A i j‖ ^ 2 ↔
      diagonal (fun i => (p i : ℂ)) * A = A * diagonal (fun i => (p i : ℂ))) := by
  -- commuting means that A only connects levels of equal weight
  have comm : diagonal (fun i => (p i : ℂ)) * A = A * diagonal (fun i => (p i : ℂ)) ↔
      ∀ i j, p i ≠ p j → A i j = 0 := by
    constructor
    · intro h i j hne
      have e := congrFun (congrFun h i) j
      rw [Matrix.diagonal_mul, Matrix.mul_diagonal] at e
      have h0 : ((p i : ℂ) - (p j : ℂ)) * A i j = 0 := by linear_combination e
      rcases mul_eq_zero.mp h0 with h1 | h1
      · exact absurd (Complex.ofReal_injective (sub_eq_zero.mp h1)) hne
      · exact h1
    · intro h
      ext i j
      rw [Matrix.diagonal_mul, Matrix.mul_diagonal]
      by_cases e : p i = p j
      · rw [e, mul_comm]
      · rw [h i j e, mul_zero, zero_mul]
  -- ordered double sums agree only if all their terms agree
  have terms : ∀ f g : n → n → ℝ, (∀ i j, f i j ≤ g i j) →
      ∑ i, ∑ j, f i j = ∑ i, ∑ j, g i j → ∀ i j, f i j = g i j := by
    intro f g h e i j
    have e1 := (Finset.sum_eq_sum_iff_of_le fun i _ =>
      Finset.sum_le_sum fun j _ => h i j).mp e i (Finset.mem_univ i)
    exact (Finset.sum_eq_sum_iff_of_le fun j _ => h i j).mp e1 j (Finset.mem_univ j)
  rw [comm, duhamel_eq_sum hp]
  refine ⟨⟨fun e i j hne => ?_, fun h => ?_⟩, ⟨fun e i j hne => ?_, fun h => ?_⟩⟩
  · have t := terms _ _ (fun i j => mul_le_mul_of_nonneg_right
      (pairWeight_bounds (hp i) (hp j)).1 (sq_nonneg ‖A i j‖)) e i j
    by_contra hA
    exact (pairWeight_strict (hp i) (hp j) hne).1.ne
      (mul_right_cancel₀ (pow_ne_zero 2 (norm_ne_zero_iff.mpr hA)) t)
  · refine Finset.sum_congr rfl fun i _ => Finset.sum_congr rfl fun j _ => ?_
    by_cases e : p i = p j
    · rw [e, pairWeight_self (hp j), Real.sqrt_mul_self (hp j).le]
    · simp [h i j e]
  · have t := terms _ _ (fun i j => mul_le_mul_of_nonneg_right
      (pairWeight_bounds (hp i) (hp j)).2 (sq_nonneg ‖A i j‖)) e i j
    by_contra hA
    exact (pairWeight_strict (hp i) (hp j) hne).2.ne
      (mul_right_cancel₀ (pow_ne_zero 2 (norm_ne_zero_iff.mpr hA)) t)
  · refine Finset.sum_congr rfl fun i _ => Finset.sum_congr rfl fun j _ => ?_
    by_cases e : p i = p j
    · rw [e, pairWeight_self (hp j), add_self_div_two]
    · simp [h i j e]

end

end DuhamelBound
```

```lean
#print axioms DuhamelBound.trace_eq_integrand
#print axioms DuhamelBound.pairWeight_eq_logMean
#print axioms DuhamelBound.duhamel_bounds
#print axioms DuhamelBound.duhamel_equality_iff
```

```
'DuhamelBound.trace_eq_integrand' depends on axioms: [propext, Classical.choice, Quot.sound]
'DuhamelBound.pairWeight_eq_logMean' depends on axioms: [propext, Classical.choice, Quot.sound]
'DuhamelBound.duhamel_bounds' depends on axioms: [propext, Classical.choice, Quot.sound]
'DuhamelBound.duhamel_equality_iff' depends on axioms: [propext, Classical.choice, Quot.sound]
```

## How the Lean proof runs

`weight_eq_exp` is the rewriting about $s=\tfrac12$. Later lemmas use it both for the estimates and to show that the integrand is continuous.

`pairWeight_self` handles equal weights, where the integrand is constant. `pairWeight_eq_logMean` proves the derivative formula and applies the fundamental theorem of calculus through `intervalIntegral.integral_eq_sub_of_hasDerivAt`. The closed form is a result of its own, and the bounds do not depend on it.

`pairWeight_strict` contains the tangent and the chord. Each half calls a Mathlib lemma that compares two integrals, given an inequality on the whole interval and one point where it is strict. The points supplied are `0` for the tangent and `1 / 2` for the chord, as in the derivation above. `Real.add_one_le_exp` provides the tangent inequality and `Real.geom_mean_le_arith_mean2_weighted` the chord. The local statement `lin` integrates the two straight lines. `pairWeight_bounds` then joins the equal and unequal cases.

`duhamel_eq_sum` moves the integral through the two sums, one at a time, and takes out the constant $|A_{ij}|^2$. After that, `duhamel_bounds` is a termwise comparison with `Finset.sum_le_sum`.

In `duhamel_equality_iff`, the local statement `comm` translates commutation into vanishing matrix elements between unequal weights, and `terms` passes from equal sums to equal terms. If some `A i j` with unequal weights were nonzero, its squared modulus could be cancelled from the equal terms, which would contradict `pairWeight_strict`. In the converse direction each term either has equal weights or is zero.
